# A two-band non-Hermitian Bloch matrix with no continuous 2π-periodic band

## A band that does not close

Suppose the eigenvalues of a Bloch matrix are computed on a grid of $k$ points, joined into bands, and each band is fitted by a Fourier sum $\sum_R E_R\,e^{ikR}$ over integer $R$. For the matrix

$$H(k)=\begin{pmatrix}0&1\\ e^{ik}&0\end{pmatrix}$$

this cannot give an exact band. At $k=0$ the eigenvalues are $1$ and $-1$. Follow the eigenvalue $1$ continuously to $k=2\pi$, where the matrix is the same as at the start, and it arrives at $-1$. A finite Fourier sum is continuous and returns to its initial value, so however many terms it has, it must fail to be an eigenvalue at some $k$.

The path meets no degeneracy: the two eigenvalues are distinct at every real $k$. For a Hermitian matrix that depends continuously and periodically on $k$, sorting the real eigenvalues by size gives continuous periodic bands. Complex eigenvalues have no such order to hold them in place, and here they exchange positions over one period.

## One-way hopping on a chain

Take a chain with two sites, $A$ and $B$, in each cell, and measure $k$ in units of the inverse cell length. With Bloch amplitudes proportional to $e^{ikn}$ in cell $n$, the entry $1$ describes hopping from $B$ to $A$ within a cell, and the entry $e^{ik}$ describes hopping from $A$ in cell $n+1$ to $B$ in cell $n$. The reverse processes are absent, which makes the model non-Hermitian. Since both amplitudes equal $1$, this is also a uniform one-way chain described with a doubled cell: with one site per cell it has the single band $e^{iq}$, and the two eigenvalues of $H(k)$ are that band folded by $k=2q$. Such one-way amplitudes stand for an effective description of an open system, for instance one with gain and loss.

It costs nothing to let the second hop span $m$ cells, with $m$ any integer:

$$H_m(k)=\begin{pmatrix}0&1\\ e^{imk}&0\end{pmatrix}.$$

The integer $m$ counts how often the lower entry winds around the origin as $k$ advances by $2\pi$. The case $m=0$ is an ordinary Hermitian dimer.

## The statement and its terms in Lean

A *band* of $H_m$ is a continuous function $E:\mathbb R\to\mathbb C$ with $\det(H_m(k)-E(k)\,\mathbb 1)=0$ for every real $k$. The main results are these.

- Every band satisfies $E(k+2\pi)=(-1)^m E(k)$.
- A $2\pi$-periodic band exists if and only if $m$ is even.
- For $m=1$, the matrix has two distinct eigenvalues at every real $k$ and no continuous $2\pi$-periodic band.

In the Lean file, `blochH m k` is $H_m(k)$, a complex matrix with rows and columns indexed by `Fin 2`. The winding has type `ℤ` and the wave number type `ℝ`, so $k$ runs over the whole line and not over a circle or a finite grid. Periodicity is a separate property: `Function.Periodic E (2 * Real.pi)` says that $E(k+2\pi)=E(k)$ for all $k$, without saying that $2\pi$ is the smallest period.

The predicate `IsBand m E` joins continuity to the determinant condition. Eigenvalues enter as roots of the characteristic determinant, and eigenvectors do not appear.

The last theorem, `braided_bands`, writes the $m=1$ matrix out explicitly, so it can be read without the definitions. Its first half says that for each $k$ there are numbers $a\neq b$ such that the eigenvalues are exactly $a$ and $b$; these numbers may depend on $k$. Its second half denies that there is one function $E$ which is continuous, $2\pi$-periodic and an eigenvalue at every $k$. The periodicity of the matrix itself is the theorem `blochH_periodic`, for all $m$.

For non-Hermitian band-structure calculations, the result shows that band-by-band periodic interpolation can fail even without a degeneracy at any real $k$, within this non-interacting, one-dimensional family of two-band matrices with zero diagonal. Open boundaries and the behaviour of eigenvectors are not treated. Nor is the braid of the eigenvalues classified: only the parity of $m$ is detected. For $m=2$ the two eigenvalues circle each other once and each returns to its own starting value, and the periodicity criterion gives the same answer as for $m=0$, where nothing moves.

## From the determinant to the sign $(-1)^m$

**Periodicity of the matrix.** Only the lower entry depends on $k$, and since $m$ is an integer,

$$e^{im(k+2\pi)}=e^{imk}\,e^{2\pi i m}=e^{imk}.$$

**Eigenvalues.** The characteristic determinant is

$$\det(H_m(k)-E\,\mathbb 1)=(-E)(-E)-1\cdot e^{imk}=E^2-e^{imk}.$$

Define the reference branch $b_m(k)=e^{imk/2}$. Then $b_m(k)^2=e^{imk}$, and the determinant factorises as

$$E^2-b_m(k)^2=(E-b_m(k))(E+b_m(k)).$$

The eigenvalues are therefore $b_m(k)$ and $-b_m(k)$. If they were equal, $2b_m(k)=0$ would follow, which is impossible because an exponential never vanishes.

**One sign for the whole line.** Let $E$ be a band. At each $k$ it equals $b_m(k)$ or $-b_m(k)$, with a sign that might so far depend on $k$. Consider the ratio

$$s(k)=\frac{E(k)}{b_m(k)}.$$

It is continuous, because $b_m$ is continuous and has no zeros, and $s(k)^2=1$. A continuous function on the real line that takes only the values $1$ and $-1$ is constant. Hence $E=b_m$ everywhere or $E=-b_m$ everywhere.

**One period.** The reference branch obeys

$$b_m(k+2\pi)=e^{imk/2}\,e^{i\pi m}=(-1)^m\,b_m(k).$$

Multiplying both sides by $-1$ gives the same rule for $-b_m$, so every band satisfies $E(k+2\pi)=(-1)^mE(k)$. Applying this twice gives $E(k+4\pi)=(-1)^{2m}E(k)=E(k)$.

**Parity.** Suppose that $m$ is odd and that a band $E$ is $2\pi$-periodic. At $k=0$ this gives $E(0)=E(2\pi)=-E(0)$, so $E(0)=0$. But $E(0)=\pm b_m(0)=\pm1$, a contradiction. If $m$ is even, $b_m(k+2\pi)=b_m(k)$, and $b_m$ is itself a periodic band. Since $1$ is odd, the matrix $H(k)$ of the opening has no such band.

## A periodic eigenvalue that jumps

Without continuity, the non-existence claim for $m=1$ is false. Set $E(k)=e^{ik/2}$ for $0\le k<2\pi$ and repeat these values with period $2\pi$. The result is an eigenvalue of $H(k)$ at every $k$ and is periodic by construction. As $k$ approaches $2\pi$ from below, $E(k)$ tends to $-1$, while $E(2\pi)=E(0)=1$. Selecting at each $k$ the eigenvalue with the larger imaginary part produces this same function away from the multiples of $2\pi$, where the imaginary parts tie.

Without periodicity the claim fails as well: $e^{ik/2}$ is a continuous eigenvalue function on the whole line, with period $4\pi$.

## The complete Lean file

```lean
import Mathlib

open Complex

namespace NonHermitianBandBraiding

noncomputable section

/-- The two-band Bloch matrix with zero diagonal and upper entry `1` whose lower hopping amplitude
winds `m` times around the origin as `k` advances by `2π`. -/
def blochH (m : ℤ) (k : ℝ) : Matrix (Fin 2) (Fin 2) ℂ :=
  !![0, 1; exp (I * (m * k)), 0]

/-- A continuous band: a continuous complex function of real `k` that is an eigenvalue of the
Bloch matrix at every `k`. -/
def IsBand (m : ℤ) (E : ℝ → ℂ) : Prop :=
  Continuous E ∧ ∀ k, (blochH m k - E k • (1 : Matrix (Fin 2) (Fin 2) ℂ)).det = 0

/-- The reference branch `exp(i m k / 2)`. -/
def branch (m : ℤ) (k : ℝ) : ℂ := exp (I * (m * k / 2))

lemma branch_ne_zero (m : ℤ) (k : ℝ) : branch m k ≠ 0 := exp_ne_zero _

lemma branch_continuous (m : ℤ) : Continuous (branch m) := by
  unfold branch
  fun_prop

lemma branch_sq (m : ℤ) (k : ℝ) : branch m k ^ 2 = exp (I * (m * k)) := by
  unfold branch
  rw [← Complex.exp_nat_mul]
  congr 1
  push_cast
  ring

/-- The Bloch matrix is `2π`-periodic in `k`. -/
theorem blochH_periodic (m : ℤ) : Function.Periodic (blochH m) (2 * Real.pi) := by
  intro k
  have h : exp (I * (m * ((k + 2 * Real.pi : ℝ) : ℂ))) = exp (I * (m * k)) := by
    have h' : I * (m * ((k + 2 * Real.pi : ℝ) : ℂ))
        = I * (m * k) + m * (2 * Real.pi * I) := by
      push_cast
      ring
    rw [h', Complex.exp_add, Complex.exp_int_mul_two_pi_mul_I, mul_one]
  unfold blochH
  rw [h]

/-- The characteristic determinant of the Bloch matrix is `E² - exp(i m k)`. -/
theorem det_blochH_sub (m : ℤ) (k : ℝ) (E : ℂ) :
    (blochH m k - E • (1 : Matrix (Fin 2) (Fin 2) ℂ)).det = E ^ 2 - exp (I * (m * k)) := by
  rw [Matrix.det_fin_two]
  simp [blochH]
  ring

/-- At every real `k` the eigenvalues are exactly plus and minus the reference branch, and these
two values are distinct. -/
theorem two_distinct_eigenvalues (m : ℤ) (k : ℝ) :
    branch m k ≠ -branch m k ∧
    ∀ E : ℂ, (blochH m k - E • (1 : Matrix (Fin 2) (Fin 2) ℂ)).det = 0 ↔
      E = branch m k ∨ E = -branch m k := by
  constructor
  · intro h
    apply branch_ne_zero m k
    linear_combination h / 2
  · intro E
    rw [det_blochH_sub, ← branch_sq, sub_eq_zero, sq_eq_sq_iff_eq_or_eq_neg]

/-- A continuous band coincides, for all `k` at once, with the reference branch or with its
negative. -/
theorem band_classification {m : ℤ} {E : ℝ → ℂ} (hE : IsBand m E) :
    (∀ k, E k = branch m k) ∨ (∀ k, E k = -branch m k) := by
  have hsq : ∀ k, E k ^ 2 = branch m k ^ 2 := by
    intro k
    have h := hE.2 k
    rw [det_blochH_sub, sub_eq_zero] at h
    rw [h, branch_sq]
  -- the real line is connected and the branch has no zeros, so the sign cannot change
  have key := isPreconnected_univ.eq_or_eq_neg_of_sq_eq
    hE.1.continuousOn (branch_continuous m).continuousOn
    (fun k _ => by simpa only [Pi.pow_apply] using hsq k)
    (fun _ => branch_ne_zero m _)
  rcases key with h | h
  · exact Or.inl fun k => h (Set.mem_univ k)
  · exact Or.inr fun k => h (Set.mem_univ k)

lemma branch_shift (m : ℤ) (k : ℝ) :
    branch m (k + 2 * Real.pi) = (-1) ^ m * branch m k := by
  unfold branch
  rw [← Complex.exp_pi_mul_I, ← Complex.exp_int_mul, ← Complex.exp_add]
  congr 1
  push_cast
  ring

/-- Following a continuous band through one period `2π` multiplies its energy by `(-1)^m`. -/
theorem band_monodromy {m : ℤ} {E : ℝ → ℂ} (hE : IsBand m E) (k : ℝ) :
    E (k + 2 * Real.pi) = (-1) ^ m * E k := by
  rcases band_classification hE with h | h
  · rw [h, h, branch_shift]
  · rw [h, h, branch_shift]
    ring

/-- Every continuous band returns to itself after two periods, `k → k + 4π`. -/
theorem band_four_pi_periodic {m : ℤ} {E : ℝ → ℂ} (hE : IsBand m E) :
    Function.Periodic E (4 * Real.pi) := by
  intro k
  have hk : k + 4 * Real.pi = (k + 2 * Real.pi) + 2 * Real.pi := by ring
  have hs : ((-1 : ℂ) ^ m) * (-1) ^ m = 1 := by
    rw [← mul_zpow]
    norm_num
  rw [hk, band_monodromy hE, band_monodromy hE, ← mul_assoc, hs, one_mul]

/-- A continuous `2π`-periodic band exists if and only if the winding number `m` is even. -/
theorem periodic_band_iff_even (m : ℤ) :
    (∃ E : ℝ → ℂ, IsBand m E ∧ Function.Periodic E (2 * Real.pi)) ↔ Even m := by
  constructor
  · rintro ⟨E, hE, hp⟩
    by_contra hm
    have hodd : Odd m := Int.not_even_iff_odd.mp hm
    -- for odd winding, periodicity would force a vanishing eigenvalue
    have h := band_monodromy hE 0
    rw [hp 0, hodd.neg_one_zpow] at h
    have h0 : E 0 = 0 := by linear_combination h / 2
    rcases band_classification hE with hb | hb
    · exact branch_ne_zero m 0 ((hb 0).symm.trans h0)
    · exact branch_ne_zero m 0 (neg_eq_zero.mp ((hb 0).symm.trans h0))
  · intro hm
    refine ⟨branch m, ⟨branch_continuous m, fun k => ?_⟩, fun k => ?_⟩
    · exact ((two_distinct_eigenvalues m k).2 _).mpr (Or.inl rfl)
    · rw [branch_shift, hm.neg_one_zpow, one_mul]

/-- The matrix `[[0, 1], [exp(i k), 0]]` has two distinct eigenvalues at every real `k`, yet no
continuous `2π`-periodic function of `k` is an eigenvalue of it at every `k`. -/
theorem braided_bands :
    (∀ k : ℝ, ∃ a b : ℂ, a ≠ b ∧ ∀ E : ℂ,
      (!![0, 1; exp (I * k), 0] - E • (1 : Matrix (Fin 2) (Fin 2) ℂ)).det = 0 ↔
        E = a ∨ E = b) ∧
    ¬ ∃ E : ℝ → ℂ, Continuous E ∧ Function.Periodic E (2 * Real.pi) ∧
      ∀ k : ℝ, (!![0, 1; exp (I * k), 0]
        - E k • (1 : Matrix (Fin 2) (Fin 2) ℂ)).det = 0 := by
  have hH : ∀ k : ℝ, blochH 1 k = !![0, 1; exp (I * k), 0] := by
    intro k
    unfold blochH
    rw [Int.cast_one, one_mul]
  constructor
  · intro k
    refine ⟨branch 1 k, -branch 1 k, (two_distinct_eigenvalues 1 k).1, fun E => ?_⟩
    rw [← hH k]
    exact (two_distinct_eigenvalues 1 k).2 E
  · rintro ⟨E, hc, hp, h⟩
    have hE : IsBand 1 E := ⟨hc, fun k => by rw [hH k]; exact h k⟩
    exact Int.not_even_one ((periodic_band_iff_even 1).mp ⟨E, hE, hp⟩)

end

end NonHermitianBandBraiding
```

```lean
#print axioms NonHermitianBandBraiding.blochH_periodic
-- 'NonHermitianBandBraiding.blochH_periodic' depends on axioms: [propext, Classical.choice, Quot.sound]
#print axioms NonHermitianBandBraiding.band_four_pi_periodic
-- 'NonHermitianBandBraiding.band_four_pi_periodic' depends on axioms: [propext, Classical.choice, Quot.sound]
#print axioms NonHermitianBandBraiding.braided_bands
-- 'NonHermitianBandBraiding.braided_bands' depends on axioms: [propext, Classical.choice, Quot.sound]
```

## How the lemmas follow the derivation

The first three lemmas collect what is needed about the reference branch, called `branch m k` in the file: it has no zeros, it is continuous, and its square is $e^{imk}$. In `branch_sq` the square of the exponential is rewritten as the exponential of twice the exponent, after which `ring` compares the exponents.

`det_blochH_sub` expands the $2\times2$ determinant with `Matrix.det_fin_two` and simplifies it to $E^2-e^{imk}$. `two_distinct_eigenvalues` then has two parts. For distinctness, the assumption $b_m(k)=-b_m(k)$ is halved by `linear_combination h / 2` to give $b_m(k)=0$, which contradicts `branch_ne_zero`. For the list of eigenvalues, the determinant condition becomes $E^2=b_m(k)^2$, and `sq_eq_sq_iff_eq_or_eq_neg` turns this into the two alternatives.

`band_classification` carries out the passage from a sign at each $k$ to a single sign. `branch_shift` computes the effect of one period: it writes $-1$ as $e^{i\pi}$, gathers all factors into one exponential, and checks that the exponents agree. `band_monodromy` combines the two, treating the cases $E=b_m$ and $E=-b_m$ in turn, and `band_four_pi_periodic` applies it twice.

In `periodic_band_iff_even`, the forward direction assumes that $m$ is not even and evaluates `band_monodromy` at $k=0$. Periodicity turns the equation into $E(0)=-E(0)$, so $E(0)=0$, and each case of the classification then contradicts `branch_ne_zero`. The reverse direction supplies `branch m` as the periodic band.

Finally, `braided_bands` identifies the explicit matrix with `blochH 1 k`. The first half takes $a$ and $b$ to be `branch 1 k` and its negative. In the second half, a periodic band would make $1$ even by the parity criterion, which `Int.not_even_one` refutes.

## Connectedness and the choice of sign

The proof turns on the Mathlib lemma `IsPreconnected.eq_or_eq_neg_of_sq_eq`, which the file calls through `isPreconnected_univ`, the statement that the whole real line is preconnected. The lemma takes two functions that are continuous on a preconnected set, have equal squares there, and of which the second has no zeros there. It concludes that the functions agree on the whole set, or that one is the negative of the other on the whole set.

What it achieves is an exchange of quantifiers. The determinant condition gives "for every $k$, one of two signs", and the lemma returns "one of two signs, for every $k$". This is the argument with the ratio $s(k)$ in a single call.

The four arguments in the file match the needs of that argument: continuity of $E$, continuity of the branch, equality of the squares, and absence of zeros. The short `simpa` in the third argument is there because the lemma speaks of the square of a function, whereas `hsq` speaks of the squares of its values.

The last argument is where the separation of the eigenvalues enters. Compare the functions $|k|$ and $k$ on the real line: both are continuous and their squares agree, yet $|k|$ is neither $k$ everywhere nor $-k$ everywhere. The sign changes at $k=0$, where both functions vanish and the roots $k$ and $-k$ meet. The eigenvalues of $H_m(k)$ never meet at real $k$, so a continuous band has no point at which to change from one branch to the other.
